# Degrees and four-cycles determine the fourth local moment of a finite graph's adjacency matrix

Let G be a finite simple graph whose vertices are sites, and let A be its adjacency matrix: A_ij = 1 if i and j are joined by a bond, and 0 otherwise. I take A as the Hamiltonian of one electron with one orbital per site, the orbitals being orthonormal, so energies are measured in units of the hopping amplitude, from a site energy common to all sites. Write d_i for the number of neighbours of i. The fourth moment of the local density of states at i is then (A⁴)_ii, and I believe that it equals d_i², plus d_j − 1 for every neighbour j of i, plus twice the number of four-cycles through i. If every site has z neighbours and there are no four-cycles, this gives z(2z − 1).

I can convince myself by drawing walks, but I don't trust my bookkeeping of which walks are counted twice. Can this be proved in full and checked in Lean, with a definition of "number of four-cycles" that leaves no doubt about orientation?

## Cutting the closed walk at its midpoint

Yes. The doubt about orientation goes away if each four-cycle through i is recorded by the site b opposite to i and the unordered pair of sites between them. Call the number of such records N_i.

First, the link to the density of states. With an orthonormal basis of eigenvectors ψ_k of A, and their energies E_k, the local density of states is

    ρ_i(E) = Σ_k |ψ_k(i)|² δ(E − E_k),

and its n-th moment is

    ∫ Eⁿ ρ_i(E) dE = Σ_k E_kⁿ |ψ_k(i)|² = (Aⁿ)_ii.

Now fix i, and let m_b be the number of common neighbours of i and b. Two steps from i to b pass through one middle site a, so

    (A²)_ib = Σ_a A_ia A_ab = m_b.

Since A is symmetric, (A²)_bi is also m_b. A closed walk of four steps is at some site b after two of them, hence

    (A⁴)_ii = Σ_b (A²)_ib (A²)_bi = Σ_b m_b².

The term b = i is simple: the common neighbours of i with itself are its neighbours, so m_i = d_i, and this term is d_i².

For b ≠ i, split the square:

    m_b² = m_b + m_b(m_b − 1).

The first part belongs to walks that go out to b and come back through the same middle site. To sum it, count all two-step walks from i by their middle site j, which offers d_j second steps:

    Σ_b m_b = Σ_{j~i} d_j,

where j~i means that j is a neighbour of i. Exactly d_i of these walks return to i, one for each neighbour. Removing them gives

    Σ_{b≠i} m_b = Σ_{j~i} d_j − d_i = Σ_{j~i} (d_j − 1).

The second part belongs to walks that come back through a different middle site. The number m_b(m_b − 1) counts ordered pairs of distinct common neighbours, which is twice the number of unordered pairs {a, c}. Each unordered pair gives the ring i, a, b, c, i. Its four sites are distinct, because b differs from i, a differs from c, and no site is its own neighbour. The two orders of the pair are the two directions around the ring. Therefore

    Σ_{b≠i} m_b(m_b − 1) = 2N_i,

and altogether

    (A⁴)_ii = d_i² + Σ_{j~i} (d_j − 1) + 2N_i.

If every site has z neighbours, the first two terms are z² + z(z − 1) = z(2z − 1), so

    (A⁴)_ii = z(2z − 1) + 2N_i.

The moment therefore equals z(2z − 1) exactly when N_i = 0, that is, when no four-cycle passes through i.

## Small graphs that test the formula

An isolated site has z = 0 and moment 0. A single bond has z = 1; there A² is the identity, and the moment is 1 = 1·(2 − 1).

Regularity matters for the short formula. In a chain of three sites, the middle site has two neighbours and lies on no four-cycle, but its fourth moment is 4 + 0 + 0 = 4, whereas z(2z − 1) with z = 2 would give 6. The end sites have only one neighbour each, so the walk can't go further out. The absence of four-cycles matters too: on a square every site has two neighbours, and the moment is 6 + 2 = 8.

## The Lean statements in physical terms

The sites form a finite type `V`, and the bonds are a `SimpleGraph V`: bonds have no direction, no site is bonded to itself, and two sites share at most one bond. The graph need not be connected. The Hamiltonian is `G.adjMatrix ℝ`.

- `localMoment G n i` is the diagonal element (Aⁿ)_ii. The file starts from this matrix element, and the integral over ρ_i given above is its physical reading.
- `bridges G i b` is the set of common neighbours of i and b, so its `card` is m_b.
- `fourCycles G i` is the set of records: a site b ≠ i together with a two-element subset of `bridges G i b`. Its `card` is N_i. A ring counts whether or not there are also bonds across its diagonals.

The theorem `fourth_moment` is the general formula, for every finite simple graph and every site. Degrees are turned into real numbers before 1 is subtracted, so the minus signs have their ordinary meaning.

The theorem `fourCycles_nonempty_iff` compares the records with Mathlib's own notion of a cycle. It says that there is at least one record at i if and only if there is a closed walk from i that is a cycle of length four. It compares existence; that the records match the rings one by one is the argument about {a, c} given earlier.

For regular graphs, `G.IsRegularOfDegree z` says that every site has z neighbours. Under this hypothesis `fourth_moment_regular` gives z(2z − 1) + 2N_i, and `fourth_moment_regular_eq_iff` says that the moment is z(2z − 1) if and only if no cycle from i has length four. The condition on cycles concerns only the chosen site, so four-cycles elsewhere in the graph do no harm.

The model leaves out unequal site energies, bond-dependent hopping, several orbitals per site and infinite lattices. For a finite, non-interacting one-orbital model with orthonormal orbitals, equal site energies and equal real hoppings, the formula gives the fourth moment, with energies measured as above, from the list of bonds alone, which is a convenient check on a numerically computed ρ_i whose levels have not been broadened.

```lean
import Mathlib

open Finset

namespace LocalFourthMoment

variable {V : Type*} [Fintype V] [DecidableEq V] (G : SimpleGraph V) [DecidableRel G.Adj]

/-- The `n`-th moment of the local density of states at site `i`, for unit hopping along the
edges of `G` and zero site energies: the diagonal element `(A ^ n) i i` of the adjacency matrix. -/
noncomputable def localMoment (n : ℕ) (i : V) : ℝ := (G.adjMatrix ℝ ^ n) i i

/-- The sites that are neighbours of both `i` and `b`. -/
def bridges (i b : V) : Finset V := univ.filter fun a => G.Adj i a ∧ G.Adj a b

/-- The four-cycles through `i`, each listed once: the site `b ≠ i` opposite to `i`, together with
the unordered pair of sites that link `i` to `b`. -/
def fourCycles (i : V) : Finset ((_ : V) × Finset V) :=
  (univ.erase i).sigma fun b => (bridges G i b).powersetCard 2

/-- The matrix element `(A ^ 2) i b` is the number of common neighbours of `i` and `b`. -/
theorem adjMatrix_sq_apply (i b : V) :
    (G.adjMatrix ℝ ^ 2) i b = ((bridges G i b).card : ℝ) := by
  simp only [bridges, Finset.card_filter, Nat.cast_sum, pow_two, Matrix.mul_apply,
    SimpleGraph.adjMatrix_apply]
  refine sum_congr rfl fun a _ => ?_
  by_cases h1 : G.Adj i a <;> by_cases h2 : G.Adj a b <;> simp [h1, h2]

omit [DecidableEq V] in
/-- The common neighbours of `i` with itself are its neighbours, so their number is the degree. -/
theorem card_bridges_self (i : V) : (bridges G i i).card = G.degree i := by
  have hs : bridges G i i = G.neighborFinset i := by
    ext a
    simp [bridges, G.adj_comm a i]
  rw [hs, G.card_neighborFinset_eq_degree]

/-- The two-step walks from `i` that end on another site number `d_j - 1` for each
neighbour `j` of `i`. -/
theorem sum_two_step (i : V) :
    ∑ b ∈ univ.erase i, ((bridges G i b).card : ℝ)
      = ∑ j ∈ G.neighborFinset i, ((G.degree j : ℝ) - 1) := by
  have h1 : ∀ b, ((bridges G i b).card : ℝ)
      = ∑ j ∈ G.neighborFinset i, if G.Adj j b then (1 : ℝ) else 0 := by
    intro b
    have hs : bridges G i b = (G.neighborFinset i).filter fun j => G.Adj j b := by
      ext a
      simp [bridges]
    rw [hs, Finset.sum_boole]
  have h2 : ∀ j, (G.degree j : ℝ) = ∑ b, if G.Adj j b then (1 : ℝ) else 0 := by
    intro j
    have hs : G.neighborFinset j = univ.filter fun b => G.Adj j b := by
      ext b
      simp
    rw [← G.card_neighborFinset_eq_degree, hs, Finset.sum_boole]
  -- count all two-step walks by their middle site
  have total : ∑ b, ((bridges G i b).card : ℝ)
      = ∑ j ∈ G.neighborFinset i, (G.degree j : ℝ) := by
    rw [sum_congr rfl fun b _ => h1 b, sum_congr rfl fun j _ => h2 j]
    exact sum_comm
  -- remove those that return to `i`
  have hs := add_sum_erase univ (fun b => ((bridges G i b).card : ℝ)) (mem_univ i)
  simp only [card_bridges_self] at hs
  rw [sum_sub_distrib, sum_const, G.card_neighborFinset_eq_degree, nsmul_eq_mul, mul_one]
  linarith

/-- Twice the number of four-cycles through `i` is the number of ordered pairs of distinct
common neighbours of `i` and `b`, summed over all sites `b` other than `i`. -/
theorem two_mul_card_fourCycles (i : V) :
    2 * ((fourCycles G i).card : ℝ)
      = ∑ b ∈ univ.erase i, ((bridges G i b).card : ℝ) * ((bridges G i b).card - 1) := by
  rw [fourCycles, card_sigma, Nat.cast_sum, mul_sum]
  refine sum_congr rfl fun b _ => ?_
  rw [card_powersetCard, Nat.cast_choose_two]
  ring

/-- The fourth moment of the local density of states at `i` is `d_i ^ 2`, plus `d_j - 1` for each
neighbour `j`, plus twice the number of four-cycles through `i`. -/
theorem fourth_moment (i : V) :
    localMoment G 4 i = (G.degree i : ℝ) ^ 2
      + ∑ j ∈ G.neighborFinset i, ((G.degree j : ℝ) - 1)
      + 2 * ((fourCycles G i).card : ℝ) := by
  have hcomm : ∀ b, bridges G b i = bridges G i b := by
    intro b
    ext a
    simp [bridges, G.adj_comm b a, G.adj_comm a i, and_comm]
  -- cut the closed four-step walk at its midpoint `b`
  have h : localMoment G 4 i = ∑ b, ((bridges G i b).card : ℝ) ^ 2 := by
    rw [localMoment, show 4 = 2 + 2 from rfl, pow_add, Matrix.mul_apply]
    refine sum_congr rfl fun b _ => ?_
    rw [adjMatrix_sq_apply G i b, adjMatrix_sq_apply G b i, hcomm b, sq]
  have hs := add_sum_erase univ (fun b => ((bridges G i b).card : ℝ) ^ 2) (mem_univ i)
  simp only [card_bridges_self] at hs
  -- for `b ≠ i` split `c ^ 2 = c + c * (c - 1)`
  rw [h, ← hs, ← sum_two_step, two_mul_card_fourCycles, add_assoc, ← sum_add_distrib]
  congr 1
  exact sum_congr rfl fun b _ => by ring

/-- The list of four-cycles through `i` is nonempty exactly when some closed walk from `i` is a
cycle of length four. -/
theorem fourCycles_nonempty_iff (i : V) :
    (fourCycles G i).Nonempty ↔ ∃ p : G.Walk i i, p.IsCycle ∧ p.length = 4 := by
  constructor
  · rintro ⟨⟨b, s⟩, h⟩
    simp only [fourCycles, mem_sigma, mem_erase, mem_univ, and_true, mem_powersetCard] at h
    obtain ⟨hb, hs, hcard⟩ := h
    obtain ⟨a, c, hac, rfl⟩ := card_eq_two.mp hcard
    have ha : G.Adj i a ∧ G.Adj a b :=
      (mem_filter.mp (hs (by simp : a ∈ ({a, c} : Finset V)))).2
    have hc : G.Adj i c ∧ G.Adj c b :=
      (mem_filter.mp (hs (by simp : c ∈ ({a, c} : Finset V)))).2
    -- walk around the ring `i, a, b, c, i`
    refine ⟨.cons ha.1 (.cons ha.2 (.cons hc.2.symm (.cons hc.1.symm .nil))), ?_, rfl⟩
    simp [SimpleGraph.Walk.cons_isCycle_iff, SimpleGraph.Walk.cons_isPath_iff, ha.1.ne,
      ha.1.ne', ha.2.ne, hc.1.ne, hc.1.ne', hc.2.ne', hb, Ne.symm hb, hac]
  · rintro ⟨p, hp, hl⟩
    have h4 : p.getVert 4 = i := by
      rw [← hl]
      exact p.getVert_length
    have a0 : G.Adj (p.getVert 0) (p.getVert 1) := p.adj_getVert_succ (by omega)
    have a1 : G.Adj (p.getVert 1) (p.getVert 2) := p.adj_getVert_succ (by omega)
    have a2 : G.Adj (p.getVert 2) (p.getVert 3) := p.adj_getVert_succ (by omega)
    have a3 : G.Adj (p.getVert 3) (p.getVert 4) := p.adj_getVert_succ (by omega)
    rw [p.getVert_zero] at a0
    rw [h4] at a3
    -- a cycle does not repeat a site
    have d13 : p.getVert 1 ≠ p.getVert 3 := fun h => by
      have := hp.getVert_injOn (by simp [hl]) (by simp [hl]) h
      omega
    have d24 : p.getVert 2 ≠ i := fun h => by
      have := hp.getVert_injOn (by simp [hl]) (by simp [hl]) (h.trans h4.symm)
      omega
    refine ⟨⟨p.getVert 2, {p.getVert 1, p.getVert 3}⟩, ?_⟩
    simp only [fourCycles, mem_sigma, mem_erase, mem_univ, and_true, mem_powersetCard]
    refine ⟨d24, ?_, card_pair d13⟩
    intro x hx
    rw [mem_insert, mem_singleton] at hx
    rcases hx with hx | hx
    · rw [hx]
      exact mem_filter.mpr ⟨mem_univ _, a0, a1⟩
    · rw [hx]
      exact mem_filter.mpr ⟨mem_univ _, a3.symm, a2.symm⟩

/-- On a `z`-regular graph the fourth local moment is `z (2 z - 1)` plus twice the number of
four-cycles through the site. -/
theorem fourth_moment_regular {z : ℕ} (hreg : G.IsRegularOfDegree z) (i : V) :
    localMoment G 4 i = (z : ℝ) * (2 * z - 1) + 2 * ((fourCycles G i).card : ℝ) := by
  have hd : ∀ v, G.degree v = z := hreg
  simp only [fourth_moment, hd, sum_const, G.card_neighborFinset_eq_degree, nsmul_eq_mul]
  ring

/-- On a `z`-regular graph the fourth local moment at `i` equals `z (2 z - 1)` if and only if
no four-cycle passes through `i`. -/
theorem fourth_moment_regular_eq_iff {z : ℕ} (hreg : G.IsRegularOfDegree z) (i : V) :
    localMoment G 4 i = (z : ℝ) * (2 * z - 1)
      ↔ ∀ p : G.Walk i i, p.IsCycle → p.length ≠ 4 := by
  rw [fourth_moment_regular G hreg i]
  constructor
  · intro h p hp hl
    have hpos := card_pos.mpr ((fourCycles_nonempty_iff G i).2 ⟨p, hp, hl⟩)
    have hpos' : (0 : ℝ) < ((fourCycles G i).card : ℝ) := by exact_mod_cast hpos
    linarith
  · intro h
    have hempty : fourCycles G i = ∅ := not_nonempty_iff_eq_empty.mp fun hn => by
      obtain ⟨p, hp, hl⟩ := (fourCycles_nonempty_iff G i).1 hn
      exact h p hp hl
    rw [hempty]
    simp

end LocalFourthMoment
```

```lean
#print axioms LocalFourthMoment.fourth_moment_regular_eq_iff
-- 'LocalFourthMoment.fourth_moment_regular_eq_iff' depends on axioms: [propext, Classical.choice, Quot.sound]
```

## From matrix products to counted rings in Lean

`adjMatrix_sq_apply` is the identity (A²)_ib = m_b. It writes the matrix product as a sum over the middle site a and the size of `bridges G i b` as a sum of zeros and ones. The two sums are then compared term by term, according to whether each of the two bonds is present. `card_bridges_self` is m_i = d_i.

`sum_two_step` proves the sum of m_b over b ≠ i. The auxiliary statements `h1` and `h2` write m_b and d_j as sums of zeros and ones. In `total`, exchanging the order of summation with `sum_comm` is the step of counting two-step walks by their middle site. Then `add_sum_erase` separates the term b = i, which is d_i, and `linarith` does the subtraction.

`two_mul_card_fourCycles` proves the sum of m_b(m_b − 1). The size of `fourCycles G i` is a sum over b of the number of two-element subsets of `bridges G i b`. `card_powersetCard` turns that number into a binomial coefficient, and `Nat.cast_choose_two` turns the coefficient into m_b(m_b − 1)/2. The factor 2 in the formula cancels this denominator, which settles the question of orientation.

`fourth_moment` puts these together. The statement `hcomm` says that the common neighbours of b and i are those of i and b, which is the symmetry of A² in this setting. By writing A⁴ as A² times A², `h` shows that the moment is the sum of m_b² over all b. The term b = i is separated as before. Then `sum_two_step`, used from right to left, and `two_mul_card_fourCycles`, used from left to right, turn the last two terms of the formula into sums over b ≠ i. What remains is the splitting of the square, which `ring` proves for each b; the `c` in the code comment there is m_b.

`fourCycles_nonempty_iff` has two directions. Given a record, the proof names the two middle sites `a` and `c`, builds the walk i, a, b, c, i bond by bond, and lets `simp` confirm from the known inequalities that it is a cycle. Conversely, given a cycle `p` of length four, `p.getVert` reads off its successive sites. The opposite site is `p.getVert 2`, and the pair consists of `p.getVert 1` and `p.getVert 3`. A cycle doesn't repeat a site before it closes, which gives `d13`, that the two middle sites differ, and `d24`, that the opposite site is not i.

`fourth_moment_regular` puts z for every degree in the general formula and simplifies. In `fourth_moment_regular_eq_iff`, a cycle of length four would make N_i positive, and `linarith` finds the contradiction with a moment of z(2z − 1). In the other direction, if there is no such cycle, the set of records is empty and the extra term vanishes.
